# The first-order change of the overlap of α and β density matrices when the α matrix is rotated

The overlap here is tr(exp(tK) Pa exp(−tK) Pb), the trace of the α density matrix Pa, transformed by exp(tK), times the β density matrix Pb. The theorem says that its derivative in the real parameter t, at t = 0, is tr(K(Pa Pb − Pb Pa)), the trace of the generator times the commutator of the two density matrices. K, Pa and Pb are arbitrary complex square matrices over a finite index set: the density matrices need not be Hermitian, idempotent or normalised, and K need not be anti-Hermitian, so exp(tK) need not be unitary. The proof differentiates the two exponentials at zero, combines them by the product rule, and then takes the trace and uses its cyclicity.

The first attempt, which Lean rejects:

```lean
import Mathlib

open Matrix
open scoped ComplexOrder Matrix.Norms.Operator

namespace HasDerivAtSpinOverlap

noncomputable section

variable {n : Type*} [Fintype n] [DecidableEq n]

/-- The overlap `tr(exp(tK) Pa exp(-tK) Pb)` of the α density matrix, rotated by `exp(tK)`,
with the β density matrix. -/
def spinOverlap (K Pa Pb : Matrix n n ℂ) (t : ℝ) : ℂ :=
  trace (NormedSpace.exp (t • K) * Pa * NormedSpace.exp (-(t • K)) * Pb)

/-- The first-order change of the overlap under the rotation generated by `K` is
`tr(K (Pa Pb - Pb Pa))`. -/
theorem hasDerivAt_spinOverlap (K Pa Pb : Matrix n n ℂ) :
    HasDerivAt (spinOverlap K Pa Pb) (trace (K * (Pa * Pb - Pb * Pa))) 0 := by
  have h1 : HasDerivAt (fun t : ℝ => NormedSpace.exp (t • K)) K 0 := by
    have h := hasDerivAt_exp_smul_const K (0 : ℝ)
    simpa only [zero_smul, NormedSpace.exp_zero, one_mul] using h
  have h2 : HasDerivAt (fun t : ℝ => NormedSpace.exp (-(t • K))) (-K) 0 := by
    have h := hasDerivAt_exp_smul_const (-K) (0 : ℝ)
    simpa only [smul_neg, zero_smul, neg_zero, NormedSpace.exp_zero, one_mul] using h
  -- the product rule gives the commutator of `K` with the α density matrix
  have h3 : HasDerivAt
      (fun t : ℝ => NormedSpace.exp (t • K) * Pa * NormedSpace.exp (-(t • K)) * Pb)
      ((K * Pa - Pa * K) * Pb) 0 := by
    refine (((h1.mul_const Pa).fun_mul h2).mul_const Pb).congr_deriv ?_
    simp only [zero_smul, neg_zero, NormedSpace.exp_zero, one_mul, mul_one, mul_neg,
      sub_eq_add_neg]
  have h4 := (LinearMap.toContinuousLinearMap
    (Matrix.traceLinearMap n ℝ ℂ)).hasFDerivAt.comp_hasDerivAt (0 : ℝ) h3
  refine HasDerivAt.congr_deriv (f' := trace ((K * Pa - Pa * K) * Pb)) h4 ?_
  -- cyclicity of the trace moves `K` to the front
  have hcyc : trace (Pa * K * Pb) = trace (K * Pb * Pa) := by
    rw [mul_assoc, Matrix.trace_mul_comm]
  rw [sub_mul, mul_sub, Matrix.trace_sub, Matrix.trace_sub, hcyc, mul_assoc, mul_assoc]

end

end HasDerivAtSpinOverlap
```

The compiler's answer:

```
Main.lean:23:4: error: Type mismatch: After simplification, term
  h
 has type
  @HasDerivAt ℝ DenselyNormedField.toNontriviallyNormedField (Matrix n n ℂ) Matrix.linftyOpNormedRing.toAddCommGroup
    (NormedAlgebra.toNormedSpace (Matrix n n ℂ)).toModule PseudoMetricSpace.toUniformSpace.toTopologicalSpace ⋯
    (fun u => NormedSpace.exp (u • K)) K 0
but is expected to have type
  @HasDerivAt ℝ DenselyNormedField.toNontriviallyNormedField (Matrix n n ℂ) addCommGroup module
    instTopologicalSpaceMatrix ⋯ (fun t => NormedSpace.exp (t • K)) K 0
Main.lean:26:4: error: Type mismatch: After simplification, term
  h
 has type
  @HasDerivAt ℝ DenselyNormedField.toNontriviallyNormedField (Matrix n n ℂ) Matrix.linftyOpNormedRing.toAddCommGroup
    (NormedAlgebra.toNormedSpace (Matrix n n ℂ)).toModule PseudoMetricSpace.toUniformSpace.toTopologicalSpace ⋯
    (fun u => NormedSpace.exp (-(u • K))) (-K) 0
but is expected to have type
  @HasDerivAt ℝ DenselyNormedField.toNontriviallyNormedField (Matrix n n ℂ) addCommGroup module
    instTopologicalSpaceMatrix ⋯ (fun t => NormedSpace.exp (-(t • K))) (-K) 0
```

Diagnosis. Both errors have the same cause, once for exp(tK) and once for exp(−tK). In each, simplification has already given `h` the right function, derivative and point. What differs is the structure on the matrix space. In `h`, which comes from `hasDerivAt_exp_smul_const`, the additive group, module and topology are obtained from the normed ring and algebra structure. The stated goal has the direct matrix instances, such as `instTopologicalSpaceMatrix`.

The two sets of instances are equal by definition, but Lean has to unfold them to see it. The final comparison in `simpa` unfolds too little for that, so it reports a type mismatch.

The repair splits each `simpa only` into two steps. `simp only ... at h` does the same simplification with the same lemmas, and `exact h` then compares the types with more unfolding allowed, and accepts `h`.

The repair, with which the file compiles:

```diff
@@ -21,8 +21,10 @@
   have h1 : HasDerivAt (fun t : ℝ => NormedSpace.exp (t • K)) K 0 := by
     have h := hasDerivAt_exp_smul_const K (0 : ℝ)
-    simpa only [zero_smul, NormedSpace.exp_zero, one_mul] using h
+    simp only [zero_smul, NormedSpace.exp_zero, one_mul] at h
+    exact h
   have h2 : HasDerivAt (fun t : ℝ => NormedSpace.exp (-(t • K))) (-K) 0 := by
     have h := hasDerivAt_exp_smul_const (-K) (0 : ℝ)
-    simpa only [smul_neg, zero_smul, neg_zero, NormedSpace.exp_zero, one_mul] using h
+    simp only [smul_neg, zero_smul, neg_zero, NormedSpace.exp_zero, one_mul] at h
+    exact h
   -- the product rule gives the commutator of `K` with the α density matrix
   have h3 : HasDerivAt
```
